# Deflating the leading block of an orthonormal Krylov decomposition perturbs the operator by $\|b_1\|$

The basis of the Krylov subspace is modelled here as a finite family of vectors in a complex inner-product space $H$, and the operator $A$ as a linear map on $H$. The decomposition $AV = VS + q\,b^H$ then becomes one vector equation per column, and $H$ may have any dimension. The alternative is to take $A$ and $V$ as complex matrices with $V^H V = I$. The decomposition would then be a single matrix equation, but $H$ would be restricted to $\mathbb{C}^n$ and a matrix norm would have to be chosen. Here the perturbation is a continuous linear map, and its size is the operator norm.

## The claim and its derivation

Let $V = (V_1, V_2)$ have jointly orthonormal columns $v_{1,j}$ and $v_{2,j}$, let $q$ be a unit vector, and let $b = (b_1, b_2)$ be a coefficient vector split in the same way. Suppose that

$$AV = VS + q\,b^H, \qquad S = \begin{pmatrix} S_{11} & S_{12} \\ 0 & S_{22} \end{pmatrix}.$$

Deflation sets $b_1$ to zero in this decomposition. To express this as a change of the operator, define $E = -q\,b_1^H V_1^H$. Then:

- $AV_1 = V_1 S_{11} + q\,b_1^H$;
- $\|E\| = \|b_1\|$;
- if $S_{11}y = \theta y$ with $y \neq 0$, then $V_1 y$ is an eigenvector of $A + E$ with eigenvalue $\theta$.

In addition, $A+E$ satisfies the original decomposition with $b$ replaced by $(0, b_2)$, and no bounded perturbation that makes $V_1$ invariant with the same $S_{11}$ has a smaller norm.

**Truncation.** Column $j$ of the first block reads
$$A v_{1,j} = \sum_i (S_{11})_{ij}\, v_{1,i} + \sum_i 0\cdot v_{2,i} + \overline{b_{1,j}}\, q .$$
The zero block of $S$ removes the second sum, which leaves the first claim.

**Norm of $E$.** With an inner product that is conjugate-linear in its first argument, $Ex = -\langle V_1 b_1, x\rangle\, q$. Since $\|q\| = 1$, the Cauchy–Schwarz inequality gives $\|Ex\| \le \|V_1 b_1\|\,\|x\|$, with equality at $x = V_1 b_1$. Hence $\|E\| = \|V_1 b_1\|$, also when $b_1 = 0$. Orthonormality gives
$$\|V_1 b_1\|^2 = \sum_{i,j} \overline{b_{1,i}}\, b_{1,j} \langle v_{1,i}, v_{1,j}\rangle = \sum_j |b_{1,j}|^2 .$$

**Deflated decomposition.** Orthonormality also gives $E v_{1,j} = -\overline{b_{1,j}}\, q$ and $E v_{2,j} = 0$. Adding $E$ therefore cancels the residual in the first block and leaves the second block as it was.

**Eigenvectors.** It follows that $(A+E)V_1 y = V_1 S_{11} y = \theta V_1 y$. The vector $V_1 y$ is nonzero, because $\langle v_{1,i}, V_1 y\rangle = y_i$ and some $y_i$ is nonzero.

**Optimality.** Let $F$ be bounded with $(A+F)V_1 = V_1 S_{11}$. Subtracting the truncated decomposition gives $F V_1 = -q\,b_1^H$. For $w = V_1 b_1$ this means $Fw = -\|b_1\|^2 q$, while $\|w\| = \|b_1\|$. So $\|b_1\|^2 \le \|F\|\,\|b_1\|$, and division by $\|b_1\|$ gives the bound. If $b_1 = 0$ the bound is trivial.

## A two-dimensional instance

Take
$$A = \begin{pmatrix} 1 & 1 \\ 0.01 & 1\end{pmatrix}, \qquad V_1 = (e_0), \qquad q = e_1,$$
with $V_2$ empty. Since $Ae_0 = e_0 + 0.01\,e_1$, we have $S_{11} = 1$ and $b_1 = 0.01$. The perturbation removes the lower-left entry:
$$A + E = \begin{pmatrix} 1 & 1 \\ 0 & 1\end{pmatrix}, \qquad \|E\| = 0.01 .$$
The value $1$ is now an exact eigenvalue, with eigenvector $e_0$. The eigenvalues of $A$ itself solve $(1-\lambda)^2 = 0.01$, so they are $0.9$ and $1.1$. A perturbation of size $0.01$ has moved the eigenvalues by $0.1$. For an operator that is not normal, a small $\|b_1\|$ says that $\theta$ is an eigenvalue of a nearby operator, but $\theta$ need not be equally close to the spectrum of $A$.

## The decomposition and the perturbation in Lean

The index types `k` and `l` label the columns of the two blocks, and `ι` labels the columns of a general family. All three are finite and may be empty.

```lean
import Mathlib

open Matrix ComplexConjugate

namespace KrylovSchurDeflation

noncomputable section

variable {H : Type*} [NormedAddCommGroup H] [InnerProductSpace ℂ H]
variable {ι k l : Type*} [Fintype ι] [Fintype k] [Fintype l]
```

The product $Vy$ is a linear combination of the basis vectors.

```lean
/-- The vector `V y`: the combination of the basis vectors `v j` with coefficients `y j`. -/
def combine (v : ι → H) (y : ι → ℂ) : H := ∑ j, y j • v j
```

The predicate `IsKrylov` states the decomposition for every column `j`. The conjugate on `b j` comes from $b^H$. The predicate requires neither orthonormality nor a unit `q`; the theorems assume these where they need them. In the Krylov–Schur method `q` is also orthogonal to the columns of $V$, which none of the theorems here needs.

```lean
/-- The Krylov decomposition `A V = V S + q bᴴ`, written column by column. -/
def IsKrylov (A : H →ₗ[ℂ] H) (v : ι → H) (S : Matrix ι ι ℂ) (q : H) (b : ι → ℂ) : Prop :=
  ∀ j, A (v j) = ∑ i, S i j • v i + conj (b j) • q
```

The perturbation is a continuous linear map `H →L[ℂ] H`, built from the functional $x \mapsto \langle Vb, x\rangle$ and the vector $q$.

```lean
/-- The perturbation `E = -q bᴴ Vᴴ`, that is `E x = -⟨V b, x⟩ q`. -/
def backwardError (v : ι → H) (q : H) (b : ι → ℂ) : H →L[ℂ] H :=
  -((innerSL ℂ (combine v b)).smulRight q)
```

The next lemma confirms that this is $-q\,b^H V^H$: take the overlaps with the basis, contract them with $\bar b$, and multiply $-q$ by the result.

```lean
/-- The perturbation acts by taking the overlaps of `x` with the basis, contracting them with
the conjugate of `b`, and multiplying `-q` by the result. -/
theorem backwardError_apply (v : ι → H) (q : H) (b : ι → ℂ) (x : H) :
    backwardError v q b x = -((∑ j, conj (b j) * inner ℂ (v j) x) • q) := by
  simp [backwardError, combine]
```

## Lengths and the action on the subspace

The Euclidean norm of a coefficient vector is written out as `√(∑ j, ‖y j‖ ^ 2)`, because Mathlib's default norm on functions `ι → ℂ` is the maximum norm. The proof computes the squared length with `hv.inner_sum`, which collapses the double sum, and then takes the root.

```lean
/-- An orthonormal basis preserves length: `V y` has the Euclidean norm of `y`. -/
theorem norm_combine {v : ι → H} (hv : Orthonormal ℂ v) (y : ι → ℂ) :
    ‖combine v y‖ = √(∑ j, ‖y j‖ ^ 2) := by
  have h : ‖combine v y‖ ^ 2 = ∑ j, ‖y j‖ ^ 2 := by
    rw [← inner_self_eq_norm_sq (𝕜 := ℂ), combine, hv.inner_sum, map_sum]
    refine Finset.sum_congr rfl fun j _ => ?_
    rw [Complex.sq_norm, Complex.normSq_apply]
    change (conj (y j) * y j).re = _
    simp only [Complex.mul_re, Complex.conj_re, Complex.conj_im]
    ring
  rw [← h, Real.sqrt_sq (norm_nonneg _)]
```

By linearity, a decomposition known on the columns extends to every vector of the subspace: $A(Vy) = V(Sy) + (b^H y)\,q$. The proof expands both sides and exchanges the order of summation with `Finset.sum_comm`.

```lean
/-- A Krylov decomposition acts on any vector of the subspace as
`A (V y) = V (S y) + (bᴴ y) q`. -/
theorem IsKrylov.apply_combine {A : H →ₗ[ℂ] H} {v : ι → H} {S : Matrix ι ι ℂ} {q : H}
    {b : ι → ℂ} (h : IsKrylov A v S q b) (y : ι → ℂ) :
    A (combine v y) = combine v (S *ᵥ y) + (∑ j, conj (b j) * y j) • q := by
  have h' : ∀ j, A (v j) = ∑ i, S i j • v i + conj (b j) • q := h
  simp only [combine, map_sum, map_smul, h', smul_add, Finset.sum_add_distrib,
    Finset.smul_sum, Finset.sum_smul, Matrix.mulVec, dotProduct, smul_smul]
  congr 1
  · rw [Finset.sum_comm]
    exact Finset.sum_congr rfl fun i _ => Finset.sum_congr rfl fun j _ => by rw [mul_comm]
  · exact Finset.sum_congr rfl fun j _ => by rw [mul_comm]
```

## Truncation and deflation

`Sum.elim v₁ v₂` joins the two blocks into one family, and `fromBlocks S₁₁ S₁₂ 0 S₂₂` is the block upper triangular $S$. The diagonal blocks need not be triangular themselves. Truncation evaluates the hypothesis at a column of the first block and splits the sum over both blocks, where the zero block removes the second part.

```lean
/-- If `S` is block upper triangular, the leading block of a Krylov decomposition is itself
a Krylov decomposition: `A V₁ = V₁ S₁₁ + q b₁ᴴ`. -/
theorem IsKrylov.truncate {A : H →ₗ[ℂ] H} {v₁ : k → H} {v₂ : l → H} {S₁₁ : Matrix k k ℂ}
    {S₁₂ : Matrix k l ℂ} {S₂₂ : Matrix l l ℂ} {q : H} {b₁ : k → ℂ} {b₂ : l → ℂ}
    (h : IsKrylov A (Sum.elim v₁ v₂) (fromBlocks S₁₁ S₁₂ 0 S₂₂) q (Sum.elim b₁ b₂)) :
    IsKrylov A v₁ S₁₁ q b₁ := by
  intro j
  have hj := h (Sum.inl j)
  simpa [Fintype.sum_sum_type] using hj
```

The deflated decomposition is proved column by column. In each of the two cases, `hE` is the value of $E$ on a basis vector: $-\overline{b_{1,j}}\,q$ in the first block and $0$ in the second.

```lean
/-- For orthonormal `V = (V₁, V₂)` and block upper triangular `S`, adding `E = -q b₁ᴴ V₁ᴴ` to `A`
replaces `b = (b₁, b₂)` by `(0, b₂)` and leaves `V`, `S` and `q` unchanged. -/
theorem IsKrylov.deflate {A : H →ₗ[ℂ] H} {v₁ : k → H} {v₂ : l → H} {S₁₁ : Matrix k k ℂ}
    {S₁₂ : Matrix k l ℂ} {S₂₂ : Matrix l l ℂ} {q : H} {b₁ : k → ℂ} {b₂ : l → ℂ}
    (hV : Orthonormal ℂ (Sum.elim v₁ v₂))
    (h : IsKrylov A (Sum.elim v₁ v₂) (fromBlocks S₁₁ S₁₂ 0 S₂₂) q (Sum.elim b₁ b₂)) :
    IsKrylov (A + (backwardError v₁ q b₁ : H →ₗ[ℂ] H)) (Sum.elim v₁ v₂)
      (fromBlocks S₁₁ S₁₂ 0 S₂₂) q (Sum.elim 0 b₂) := by
  have h₁ : Orthonormal ℂ v₁ := hV.comp Sum.inl Sum.inl_injective
  rintro (j | j)
  · -- on the first block the perturbation cancels the residual
    have hE : backwardError v₁ q b₁ (v₁ j) = -(conj (b₁ j) • q) := by
      have hi : inner ℂ (combine v₁ b₁) (v₁ j) = conj (b₁ j) := h₁.inner_left_fintype b₁ j
      simp [backwardError, hi]
    rw [LinearMap.add_apply, h (Sum.inl j)]
    change _ + backwardError v₁ q b₁ (v₁ j) = _
    rw [hE]
    simp
  · -- the second block is orthogonal to the first and is not affected
    have hE : backwardError v₁ q b₁ (v₂ j) = 0 := by
      have ho : ∀ i, inner ℂ (v₁ i) (v₂ j) = 0 := fun i =>
        hV.2 (show (Sum.inl i : k ⊕ l) ≠ Sum.inr j by simp)
      simp [backwardError_apply, ho]
    rw [LinearMap.add_apply, h (Sum.inr j)]
    change _ + backwardError v₁ q b₁ (v₂ j) = _
    rw [hE]
    simp
```

## The deflation theorem

The conclusion has three parts, in the order of the claim above. `HasEigenvector` means that the vector satisfies the eigenvalue equation and is nonzero. For the equation, the proof deflates, truncates and applies the result to $y$, so that the residual term has coefficient zero. For the second condition, it recovers each $y_i$ as an overlap with $V_1 y$.

```lean
/-- Krylov-Schur deflation, for orthonormal `V = (V₁, V₂)`, block upper triangular `S` and a unit
vector `q`: the leading block satisfies `A V₁ = V₁ S₁₁ + q b₁ᴴ`, the perturbation `E = -q b₁ᴴ V₁ᴴ`
has operator norm equal to the Euclidean norm of `b₁`, and each eigenvector `y` of `S₁₁` gives an
eigenvector `V₁ y` of `A + E` with the same eigenvalue. -/
theorem krylov_schur_deflation {A : H →ₗ[ℂ] H} {v₁ : k → H} {v₂ : l → H}
    {S₁₁ : Matrix k k ℂ} {S₁₂ : Matrix k l ℂ} {S₂₂ : Matrix l l ℂ} {q : H}
    {b₁ : k → ℂ} {b₂ : l → ℂ} (hV : Orthonormal ℂ (Sum.elim v₁ v₂)) (hq : ‖q‖ = 1)
    (h : IsKrylov A (Sum.elim v₁ v₂) (fromBlocks S₁₁ S₁₂ 0 S₂₂) q (Sum.elim b₁ b₂)) :
    IsKrylov A v₁ S₁₁ q b₁ ∧
    ‖backwardError v₁ q b₁‖ = √(∑ j, ‖b₁ j‖ ^ 2) ∧
    ∀ (θ : ℂ) (y : k → ℂ), y ≠ 0 → S₁₁ *ᵥ y = θ • y →
      Module.End.HasEigenvector (A + (backwardError v₁ q b₁ : H →ₗ[ℂ] H)) θ
        (combine v₁ y) := by
  have h₁ : Orthonormal ℂ v₁ := hV.comp Sum.inl Sum.inl_injective
  refine ⟨h.truncate, ?_, fun θ y hy hS => ⟨Module.End.mem_eigenspace_iff.mpr ?_, ?_⟩⟩
  · rw [backwardError, norm_neg, ContinuousLinearMap.norm_smulRight_apply,
      innerSL_apply_norm, hq, mul_one, norm_combine h₁]
  · -- the deflated decomposition has no residual on the first block
    rw [(h.deflate hV).truncate.apply_combine y, hS]
    simp [combine, Finset.smul_sum, smul_smul]
  · intro h0
    apply hy
    funext i
    have hi : inner ℂ (v₁ i) (combine v₁ y) = y i := h₁.inner_right_fintype y i
    rw [← hi, h0, inner_zero_right]
    rfl
```

The theorem concerns the deflation step of the Krylov–Schur method in exact arithmetic. How the decomposition is built, reordered or restarted, whether the iteration converges, and the effect of rounding are not treated. `A` is defined on all of `H`, so an unbounded Hamiltonian with a restricted domain is not covered. For a non-Hermitian eigenproblem in a finite basis, such as that of equation-of-motion coupled-cluster theory, the theorem gives the size of a change to the matrix that has the same effect on the decomposition as setting $b_1$ to zero.

## No smaller perturbation suffices

The lower bound is stated for any orthonormal decomposition. Applied to the truncated one, it shows that $E$ has the least norm among the bounded perturbations that make $V_1$ invariant with the same $S_{11}$. Making a single vector $V_1 y$ an eigenvector can take less. The steps `hFv`, `hw` and `hn` are $FV = -q\,b^H$, the value of $F$ at $Vb$, and the norm of that value. The last lines treat $Vb = 0$ separately before dividing.

```lean
/-- If `A V = V S + q bᴴ` with `V` orthonormal and `q` a unit vector, then every bounded `F` with
`(A + F) V = V S` has operator norm at least the Euclidean norm of `b`. -/
theorem backwardError_optimal {A : H →ₗ[ℂ] H} {v : ι → H} {S : Matrix ι ι ℂ} {q : H}
    {b : ι → ℂ} (hv : Orthonormal ℂ v) (hq : ‖q‖ = 1) (h : IsKrylov A v S q b)
    (F : H →L[ℂ] H) (hF : ∀ j, A (v j) + F (v j) = ∑ i, S i j • v i) :
    √(∑ j, ‖b j‖ ^ 2) ≤ ‖F‖ := by
  rw [← norm_combine hv]
  have hFv : ∀ j, F (v j) = -(conj (b j) • q) := fun j => by
    have e := hF j
    rw [h j, add_assoc, add_eq_left] at e
    exact eq_neg_of_add_eq_zero_right e
  -- test `F` on the vector `V b`
  have hw : F (combine v b) = -(inner ℂ (combine v b) (combine v b) • q) := by
    have hi : inner ℂ (combine v b) (combine v b) = ∑ j, conj (b j) * b j :=
      hv.inner_sum b b Finset.univ
    rw [hi, combine, map_sum, Finset.sum_smul, ← Finset.sum_neg_distrib]
    refine Finset.sum_congr rfl fun j _ => ?_
    rw [map_smul, hFv, smul_neg, smul_smul, mul_comm]
  have hn : ‖F (combine v b)‖ = ‖combine v b‖ * ‖combine v b‖ := by
    rw [hw, norm_neg, norm_smul, hq, mul_one, inner_self_eq_norm_sq_to_K]
    simp [sq]
  have hle := F.le_opNorm (combine v b)
  rw [hn] at hle
  rcases (norm_nonneg (combine v b)).eq_or_lt with h0 | hpos
  · rw [← h0]
    exact norm_nonneg F
  · exact le_of_mul_le_mul_right hle hpos
```

## An operator that meets the hypotheses

The example acts on $\mathbb{C}^3$ with $V_1 = (e_0)$, $V_2 = (e_1)$ and $q = e_2$.

```lean
/-- The linear operator on three-dimensional space given by `(x₀, x₁, x₂) ↦ (x₀ + x₁, 2 x₁, x₀ +
x₁)`. -/
def demoA : EuclideanSpace ℂ (Fin 3) →ₗ[ℂ] EuclideanSpace ℂ (Fin 3) where
  toFun x := !₂[x 0 + x 1, 2 * x 1, x 0 + x 1]
  map_add' x y := by
    ext i
    fin_cases i <;> simp <;> ring
  map_smul' c x := by
    ext i
    fin_cases i <;> simp <;> ring

/-- The first two unit vectors of three-dimensional space, as two blocks of one column each. -/
def demoV : Fin 1 ⊕ Fin 1 → EuclideanSpace ℂ (Fin 3) :=
  Sum.elim (fun _ => EuclideanSpace.single 0 1) (fun _ => EuclideanSpace.single 1 1)
```

Here $Ae_0 = e_0 + e_2$ and $Ae_1 = e_0 + 2e_1 + e_2$, which gives $S_{11} = S_{12} = 1$, $S_{22} = 2$ and $b_1 = b_2 = 1$. The residual in the first block is therefore nonzero, and the perturbation has norm $1$. The proof checks the inner products and the columns entry by entry.

```lean
/-- The operator `demoA` with the basis `demoV`, the third unit vector as `q` and
`b₁ = b₂ = 1` meets the hypotheses of the deflation theorem. -/
theorem krylov_schur_deflation_witness :
    Orthonormal ℂ demoV ∧ ‖(EuclideanSpace.single 2 1 : EuclideanSpace ℂ (Fin 3))‖ = 1 ∧
    IsKrylov demoA demoV (fromBlocks !![1] !![1] 0 !![2]) (EuclideanSpace.single 2 1)
      (Sum.elim ![1] ![1]) := by
  refine ⟨?_, by simp, ?_⟩
  · rw [orthonormal_iff_ite]
    rintro (i | i) (j | j) <;> fin_cases i <;> fin_cases j <;>
      simp [demoV, EuclideanSpace.inner_single_left]
  · rintro (j | j) <;> fin_cases j <;> ext i <;> fin_cases i <;>
      simp [demoA, demoV, Fintype.sum_sum_type]

end

end KrylovSchurDeflation
```

```lean
#print axioms KrylovSchurDeflation.krylov_schur_deflation
#print axioms KrylovSchurDeflation.backwardError_optimal
```

```
'KrylovSchurDeflation.krylov_schur_deflation' depends on axioms: [propext, Classical.choice, Quot.sound]
'KrylovSchurDeflation.backwardError_optimal' depends on axioms: [propext, Classical.choice, Quot.sound]
```
